# The Gaussian-geminal integral over two s-type distributions: closed form and convergence condition

The two charge distributions and the geminal are treated as a single real function of both electron positions, integrated over the product space $V\times V$:

$$g(x,y)=\exp\left(-p\|x-P\|^2-q\|y-Q\|^2-\gamma\|x-y\|^2\right).$$

Here $V$ is a real inner product space of finite dimension $n$, with $n=3$ for electrons in ordinary space. Electron 1 is at $x$ and electron 2 at $y$. The distributions have centres $P,Q$ and exponents $p,q$, and $\gamma$ sets how fast the geminal changes with the interelectronic distance. All Gaussians are unnormalised. For each electron, a product of two s-type Gaussian orbitals is one such distribution up to a constant factor, which is left out; its exponent is the sum of the two orbital exponents.

When an explicitly correlated calculation expands its correlation factor in Gaussians, the integral of $g$ supplies the matrix elements of each term over s-type distributions, without the Coulomb operator and without higher angular momentum.

```lean
import Mathlib

open MeasureTheory
open scoped Real

namespace GaussianGeminal

noncomputable section

variable {V : Type*} [NormedAddCommGroup V] [InnerProductSpace ℝ V]
```

## (a) Two squared distances become one

Let $a+b\neq0$. Show that for all $A,B,x\in V$

$$a\|x-A\|^2+b\|x-B\|^2=(a+b)\|x-C\|^2+\frac{ab}{a+b}\|B-A\|^2,\qquad C=A+\frac{b}{a+b}(B-A).$$

Measure positions from $A$: put $u=x-A$, $w=B-A$ and $s=a+b$. The left side is

$$a\|u\|^2+b\|u-w\|^2=s\|u\|^2-2b\langle u,w\rangle+b\|w\|^2,$$

while

$$s\left\|u-\tfrac bs w\right\|^2=s\|u\|^2-2b\langle u,w\rangle+\tfrac{b^2}{s}\|w\|^2.$$

The difference is $(b-b^2/s)\|w\|^2=\frac{ab}{s}\|w\|^2$, as required.

In the Lean proof, `h1` and `h2` make the change of origin, `norm_sub_sq_real` expands the squares, and `field_simp` and `ring` compare coefficients. The signs of $a$ and $b$ are free.

```lean
/-- If `a + b ≠ 0`, the sum of the squared distances of `x` from `A` and `B`, weighted by `a` and
`b`, is `a + b` times the squared distance from a weighted centre, plus a term independent of `x`.
-/
theorem square_completion {a b : ℝ} (h : a + b ≠ 0) (A B x : V) :
    a * ‖x - A‖ ^ 2 + b * ‖x - B‖ ^ 2 =
      (a + b) * ‖x - (A + (b / (a + b)) • (B - A))‖ ^ 2
        + a * b / (a + b) * ‖B - A‖ ^ 2 := by
  -- measure all positions from the centre A
  have h1 : x - B = (x - A) - (B - A) := by abel
  have h2 : x - (A + (b / (a + b)) • (B - A)) = (x - A) - (b / (a + b)) • (B - A) := by abel
  rw [h1, h2, norm_sub_sq_real (x - A) (B - A), norm_sub_sq_real (x - A) (_ • _),
    inner_smul_right, norm_smul, mul_pow, Real.norm_eq_abs, sq_abs]
  field_simp
  ring
```

## The integrand in Lean

The function $g$ is called `geminal`. Its last argument `z` is the pair of positions, so `z.1` is $x$ and `z.2` is $y$.

```lean
/-- Two s-type charge distributions with exponents `p`, `q` and centres `P`, `Q`, multiplied by
the Gaussian geminal of exponent `γ` in the interelectronic distance. -/
def geminal (p q γ : ℝ) (P Q : V) (z : V × V) : ℝ :=
  Real.exp (-(p * ‖z.1 - P‖ ^ 2) - q * ‖z.2 - Q‖ ^ 2 - γ * ‖z.1 - z.2‖ ^ 2)
```

## (b) A displaced Gaussian

Let $k>0$, $m\in V$ and $c\in\mathbb R$. Show that $e^{-k\|x-m\|^2-c}$ is integrable and that

$$\int_V e^{-k\|x-m\|^2-c}\,dx=\left(\frac{\pi}{k}\right)^{n/2}e^{-c}.$$

Take out the factor $e^{-c}$ and translate by $m$, which leaves the volume unchanged. In orthonormal coordinates the rest is a product of $n$ one-dimensional integrals, each equal to $\sqrt{\pi/k}$. The integrand is positive and these integrals are finite, so it is integrable.

In Lean, $n$ is `Module.finrank ℝ V`, and the volume gives a unit cube on an orthonormal basis the value 1. Mathlib supplies the centred integral. Integrability is then read off from the value: Lean assigns the integral 0 to a non-integrable function, and the value found is positive.

```lean
variable [FiniteDimensional ℝ V] [MeasurableSpace V] [BorelSpace V]

/-- A Gaussian of positive exponent `k` about any centre, scaled by `exp (-c)`, is integrable,
with the stated integral. -/
theorem gaussian_shift {k : ℝ} (hk : 0 < k) (m : V) (c : ℝ) :
    Integrable (fun x : V => Real.exp (-(k * ‖x - m‖ ^ 2) - c)) ∧
    ∫ x : V, Real.exp (-(k * ‖x - m‖ ^ 2) - c) =
      (π / k) ^ (Module.finrank ℝ V / 2 : ℝ) * Real.exp (-c) := by
  have hv : ∫ x : V, Real.exp (-(k * ‖x - m‖ ^ 2) - c) =
      (π / k) ^ (Module.finrank ℝ V / 2 : ℝ) * Real.exp (-c) := by
    have hf : (fun x : V => Real.exp (-(k * ‖x - m‖ ^ 2) - c)) =
        fun x => Real.exp (-k * ‖x - m‖ ^ 2) * Real.exp (-c) := by
      funext x
      rw [← Real.exp_add]
      congr 1
      ring
    rw [hf, integral_mul_const,
      integral_sub_right_eq_self (fun x : V => Real.exp (-k * ‖x‖ ^ 2)) m,
      GaussianFourier.integral_rexp_neg_mul_sq_norm hk]
  refine ⟨?_, hv⟩
  -- a non-integrable function would have integral zero
  by_contra hn
  have h0 := integral_undef hn
  rw [hv] at h0
  have hpos : 0 < (π / k) ^ (Module.finrank ℝ V / 2 : ℝ) * Real.exp (-c) := by positivity
  exact hpos.ne' h0
```

## (c) Integrating out electron 1

Let $p+\gamma>0$ and fix $y$. Show that $x\mapsto g(x,y)$ is integrable and that

$$\int_V g(x,y)\,dx=\left(\frac{\pi}{p+\gamma}\right)^{n/2}\exp\left(-q\|y-Q\|^2-\frac{p\gamma}{p+\gamma}\|y-P\|^2\right).$$

Electron 1 sees two Gaussian factors, one about $P$ with exponent $p$ and one about $y$ with exponent $\gamma$. Part (a) with $a=p$, $b=\gamma$, $A=P$, $B=y$ turns their exponent into

$$(p+\gamma)\|x-C\|^2+\frac{p\gamma}{p+\gamma}\|y-P\|^2.$$

Only the first term depends on $x$. Part (b) with $k=p+\gamma$ integrates it, and everything else goes into the constant $c$. The Lean proof makes these two substitutions in `hf` and `hg`.

```lean
/-- If `p + γ > 0`, the integrand is integrable in the position of electron 1, and integrating it
out leaves, for electron 2, a constant times its own Gaussian times a Gaussian factor about `P` with
exponent `pγ/(p+γ)`. -/
theorem integrate_out_first {p γ : ℝ} (hs : 0 < p + γ) (q : ℝ) (P Q y : V) :
    Integrable (fun x : V => geminal p q γ P Q (x, y)) ∧
    ∫ x : V, geminal p q γ P Q (x, y) =
      (π / (p + γ)) ^ (Module.finrank ℝ V / 2 : ℝ) *
        Real.exp (-(q * ‖y - Q‖ ^ 2) - p * γ / (p + γ) * ‖y - P‖ ^ 2) := by
  have hg := gaussian_shift hs (P + (γ / (p + γ)) • (y - P))
    (q * ‖y - Q‖ ^ 2 + p * γ / (p + γ) * ‖y - P‖ ^ 2)
  have hf : (fun x : V => geminal p q γ P Q (x, y)) = fun x =>
      Real.exp (-((p + γ) * ‖x - (P + (γ / (p + γ)) • (y - P))‖ ^ 2)
        - (q * ‖y - Q‖ ^ 2 + p * γ / (p + γ) * ‖y - P‖ ^ 2)) := by
    funext x
    have h := square_completion hs.ne' P y x
    simp only [geminal]
    congr 1
    linarith
  rw [hf]
  exact ⟨hg.1, by rw [hg.2, neg_add']⟩
```

## (d) The integral over both electrons

Put $D=pq+\gamma(p+q)$ and assume $p+\gamma>0$ and $D>0$. Show that $g$ is integrable on $V\times V$ and that

$$\int_{V\times V}g=\left(\frac{\pi^2}{D}\right)^{n/2}\exp\left(-\frac{pq\gamma}{D}\|P-Q\|^2\right).$$

Write $\kappa=p\gamma/(p+\gamma)$. By part (c), electron 2 is left with exponents $q$ about $Q$ and $\kappa$ about $P$. Their sum is

$$k=q+\kappa=\frac{q(p+\gamma)+p\gamma}{p+\gamma}=\frac{D}{p+\gamma}>0.$$

Completing the square again, now with $a=q$, $b=\kappa$, $A=Q$, $B=P$, leaves a Gaussian of exponent $k$ and the constant term

$$\frac{q\kappa}{k}\|P-Q\|^2=\frac{pq\gamma}{D}\|P-Q\|^2.$$

The two prefactors combine through

$$\frac{\pi}{p+\gamma}\cdot\frac{\pi(p+\gamma)}{D}=\frac{\pi^2}{D}.$$

Since $g$ is positive and the iterated integral is finite, $g$ is jointly integrable, and Fubini's theorem identifies the two integrals.

In Lean, `hk` computes the exponent sum, `aux` does the two fraction identities, and `hy` is the second completion of the square. `integrable_prod_iff'` gives joint integrability, and `integral_prod_symm` performs the $x$ integration first.

```lean
/-- The Gaussian-geminal integral over two s-type distributions converges and has the stated closed
form, in any finite dimension, whenever `p + γ` and `D = pq + γ(p+q)` are positive. -/
theorem geminal_integral {p q γ : ℝ} (hs : 0 < p + γ) (hD : 0 < p * q + γ * (p + q))
    (P Q : V) :
    Integrable (geminal p q γ P Q) ∧
    ∫ z : V × V, geminal p q γ P Q z =
      (π ^ 2 / (p * q + γ * (p + q))) ^ (Module.finrank ℝ V / 2 : ℝ) *
        Real.exp (-(p * q * γ / (p * q + γ * (p + q)) * ‖P - Q‖ ^ 2)) := by
  have hk : q + p * γ / (p + γ) = (p * q + γ * (p + q)) / (p + γ) := by
    rw [eq_div_iff hs.ne', add_mul, div_mul_cancel₀ _ hs.ne']
    ring
  have hkpos : 0 < q + p * γ / (p + γ) := by
    rw [hk]
    exact div_pos hD hs
  have aux : ∀ s D : ℝ, s ≠ 0 → D ≠ 0 →
      q * (p * γ / s) / (D / s) = p * q * γ / D ∧ π / s * (π / (D / s)) = π ^ 2 / D := by
    intro s D h1 h2
    constructor <;> field_simp
  obtain ⟨hc, hpre⟩ := aux _ _ hs.ne' hD.ne'
  -- complete the square a second time, now for electron 2
  have hG := gaussian_shift hkpos
    (Q + (p * γ / (p + γ) / (q + p * γ / (p + γ))) • (P - Q))
    (q * (p * γ / (p + γ)) / (q + p * γ / (p + γ)) * ‖P - Q‖ ^ 2)
  have hy : (fun y : V => ∫ x : V, geminal p q γ P Q (x, y)) = fun y =>
      (π / (p + γ)) ^ (Module.finrank ℝ V / 2 : ℝ) *
      Real.exp (-((q + p * γ / (p + γ)) *
        ‖y - (Q + (p * γ / (p + γ) / (q + p * γ / (p + γ))) • (P - Q))‖ ^ 2)
        - q * (p * γ / (p + γ)) / (q + p * γ / (p + γ)) * ‖P - Q‖ ^ 2) := by
    funext y
    have h := square_completion hkpos.ne' Q P y
    rw [(integrate_out_first hs q P Q y).2]
    congr 2
    linarith
  have hn : ∀ z : V × V, ‖geminal p q γ P Q z‖ = geminal p q γ P Q z :=
    fun z => Real.norm_of_nonneg (Real.exp_pos _).le
  have hcont : Continuous (geminal p q γ P Q) := by
    unfold geminal
    fun_prop
  have hint : Integrable (geminal p q γ P Q) ((volume : Measure V).prod volume) := by
    refine (integrable_prod_iff' hcont.aestronglyMeasurable).2
      ⟨ae_of_all _ fun y => (integrate_out_first hs q P Q y).1, ?_⟩
    simp only [hn]
    rw [hy]
    exact hG.1.const_mul _
  refine ⟨hint, (integral_prod_symm _ hint).trans ?_⟩
  rw [hy, integral_const_mul, hG.2, hk, hc, ← mul_assoc,
    ← Real.mul_rpow (by positivity) (div_pos Real.pi_pos (div_pos hD hs)).le, hpre]
```

## (e) Two factors whose product is not integrable

Let $n>0$ and $a+b\le0$. Show that

$$f(x)=e^{-a\|x-A\|^2-b\|x-B\|^2}\quad\text{is not integrable over }V.$$

Let $u$ and $v$ be the exponents of $f(x)$ and $f(-x)$. The terms linear in $x$ cancel in the sum:

$$u+v=-2(a+b)\|x\|^2-2a\|A\|^2-2b\|B\|^2\ge2c,\qquad c=-a\|A\|^2-b\|B\|^2.$$

The larger of $u,v$ is therefore at least $c$, so $f(x)+f(-x)\ge e^c$. If $f$ were integrable, its mirror image and the sum would be too, and so would the positive constant $e^c$. That is impossible on a space of infinite volume.

The hypothesis `Nontrivial V` says that the dimension is positive. The inequality for exponentials is `key`, and `hconst` is the constant that would have to be integrable.

```lean
/-- A product of two Gaussian factors whose exponents have a nonpositive sum is not integrable over
a space of positive dimension. -/
theorem pair_not_integrable [Nontrivial V] {a b : ℝ} (hab : a + b ≤ 0) (A B : V) :
    ¬ Integrable (fun x : V => Real.exp (-(a * ‖x - A‖ ^ 2) - b * ‖x - B‖ ^ 2)) := by
  intro h
  have key : ∀ u v c : ℝ, 2 * c ≤ u + v → Real.exp c ≤ Real.exp u + Real.exp v := by
    intro u v c huv
    have hu := Real.exp_pos u
    have hv := Real.exp_pos v
    rcases le_total u v with h1 | h1
    · have := Real.exp_le_exp.2 (show c ≤ v by linarith)
      linarith
    · have := Real.exp_le_exp.2 (show c ≤ u by linarith)
      linarith
  -- the function plus its mirror image stays above a positive constant
  have hsum : Integrable (fun x : V => Real.exp (-(a * ‖x - A‖ ^ 2) - b * ‖x - B‖ ^ 2)
      + Real.exp (-(a * ‖-x - A‖ ^ 2) - b * ‖-x - B‖ ^ 2)) := h.add h.comp_neg
  have hconst : Integrable (fun _ : V => Real.exp (-(a * ‖A‖ ^ 2) - b * ‖B‖ ^ 2)) := by
    refine hsum.mono' aestronglyMeasurable_const (ae_of_all _ fun x => ?_)
    rw [Real.norm_of_nonneg (Real.exp_pos _).le]
    refine key _ _ _ ?_
    rw [norm_sub_sq_real x A, norm_sub_sq_real x B, norm_sub_sq_real (-x) A,
      norm_sub_sq_real (-x) B, inner_neg_left, inner_neg_left, norm_neg]
    nlinarith [mul_nonneg (neg_nonneg.2 hab) (sq_nonneg ‖x‖)]
  have : NoncompactSpace V := NormedSpace.noncompactSpace ℝ V
  rcases integrable_const_iff.1 hconst with h0 | hfin
  · exact (Real.exp_pos _).ne' h0
  · have := hfin
    exact (measure_lt_top (volume : Measure V) Set.univ).ne
      (measure_univ_of_isAddLeftInvariant volume)
```

## (f) The exact convergence condition

Let $n>0$, with $p,q,\gamma$ any real numbers. Show that

$$g\text{ is integrable}\iff p+\gamma>0\ \text{ and }\ D>0.$$

Part (d) gives one direction. Conversely, let $g$ be integrable. By Fubini's theorem, $x\mapsto g(x,y)$ is integrable for some $y$. Up to a positive factor it is a product of Gaussian factors with exponents $p$ and $\gamma$, so part (e) forces $p+\gamma>0$. Part (c) now applies, and the reduced function of $y$ is integrable. Its exponents are $q$ and $\kappa$, so part (e) forces $q+\kappa=D/(p+\gamma)>0$, hence $D>0$.

Each condition is needed:

- For $p=q=-1$, $\gamma=0$ we have $D=1$ but $p+\gamma=-1$. This case is purely mathematical, since charge distributions that grow without bound are not physical. The integrand grows in every direction, although the formula in (d) would return the finite number $\pi^n$.
- For $p=q=1$, $\gamma=-\tfrac12$ we have $p+\gamma=\tfrac12$ but $D=0$. With $P=Q=0$ the integrand is $e^{-\|x+y\|^2/2}$, which stays constant when the electrons undergo equal and opposite displacements.

In the Lean proof, `hslice` and `hred` are the two consequences of Fubini's theorem, and `pair_not_integrable` is applied once to each.

```lean
/-- In positive dimension the Gaussian-geminal integral converges exactly when `p + γ` and
`pq + γ(p+q)` are both positive. -/
theorem geminal_integrable_iff [Nontrivial V] (p q γ : ℝ) (P Q : V) :
    Integrable (geminal p q γ P Q) ↔ 0 < p + γ ∧ 0 < p * q + γ * (p + q) := by
  refine ⟨fun h0 => ?_, fun h => (geminal_integral h.1 h.2 P Q).1⟩
  have h : Integrable (geminal p q γ P Q) ((volume : Measure V).prod volume) := h0
  obtain ⟨hslice, hred⟩ := (integrable_prod_iff' h.1).1 h
  obtain ⟨y, hy⟩ := hslice.exists
  -- convergence in electron 1 at a fixed position of electron 2
  have hs : 0 < p + γ := by
    by_contra hn
    refine pair_not_integrable (not_lt.1 hn) P y ?_
    refine (hy.const_mul (Real.exp (q * ‖y - Q‖ ^ 2))).congr (ae_of_all _ fun x => ?_)
    simp only [geminal, ← Real.exp_add]
    congr 1
    ring
  refine ⟨hs, ?_⟩
  -- convergence of the remaining integral over electron 2
  by_contra hn
  have hk : q + p * γ / (p + γ) = (p * q + γ * (p + q)) / (p + γ) := by
    rw [eq_div_iff hs.ne', add_mul, div_mul_cancel₀ _ hs.ne']
    ring
  have hle : q + p * γ / (p + γ) ≤ 0 := by
    rw [hk]
    exact div_nonpos_of_nonpos_of_nonneg (not_lt.1 hn) hs.le
  have hnorm : ∀ z : V × V, ‖geminal p q γ P Q z‖ = geminal p q γ P Q z :=
    fun z => Real.norm_of_nonneg (Real.exp_pos _).le
  have hout := fun y : V => (integrate_out_first hs q P Q y).2
  simp only [hnorm, hout] at hred
  have hC : (π / (p + γ)) ^ (Module.finrank ℝ V / 2 : ℝ) ≠ 0 :=
    (Real.rpow_pos_of_pos (div_pos Real.pi_pos hs) _).ne'
  refine pair_not_integrable hle Q P ?_
  exact (hred.const_mul ((π / (p + γ)) ^ (Module.finrank ℝ V / 2 : ℝ))⁻¹).congr
    (ae_of_all _ fun y => inv_mul_cancel_left₀ hC _)
```

## (g) How fast the geminal may grow

Let $n>0$ and $p,q>0$. Show that

$$g\text{ is integrable}\iff\gamma>-\frac{pq}{p+q}.$$

Since $p+q>0$, the inequality on the right is the same as $D>0$. The other condition of part (f) then follows from

$$(p+\gamma)(p+q)=p^2+D>0.$$

A negative $\gamma$ describes a geminal that grows with the interelectronic distance, and the decay of the two distributions can absorb a limited amount of growth. The second example in (f) lies exactly at the threshold. The final `nlinarith` uses the displayed identity.

```lean
/-- In positive dimension, and for charge distributions with positive exponents `p` and `q`, the
integral converges exactly when the geminal exponent exceeds `-pq/(p+q)`. -/
theorem geminal_threshold [Nontrivial V] {p q : ℝ} (hp : 0 < p) (hq : 0 < q) (γ : ℝ)
    (P Q : V) : Integrable (geminal p q γ P Q) ↔ -(p * q / (p + q)) < γ := by
  rw [geminal_integrable_iff, neg_lt, lt_div_iff₀ (add_pos hp hq)]
  constructor
  · rintro ⟨_, hD⟩
    linarith
  · intro h
    refine ⟨?_, by linarith⟩
    by_contra hn
    nlinarith [mul_nonneg (neg_nonneg.2 (not_lt.1 hn)) (add_pos hp hq).le, mul_pos hp hp]
```

## (h) Euclidean space with a non-growing geminal

Let $p,q>0$, $\gamma\ge0$ and $P,Q\in\mathbb R^d$. Show that

$$\int_{\mathbb R^d\times\mathbb R^d}g=\left(\frac{\pi^2}{D}\right)^{d/2}\exp\left(-\frac{pq\gamma}{D}\|P-Q\|^2\right).$$

The signs give $p+\gamma>0$ and $D\ge pq>0$, so part (d) applies with $n=d$. In Lean, `positivity` checks the signs and `finrank_euclideanSpace_fin` identifies the dimension. The exponent `(d / 2 : ℝ)` is a real quotient, so $d=3$ gives $3/2$. The theorem states the value; integrability is in part (d).

For a numerical instance take $d=3$, $p=q=\gamma=1$ and $\|P-Q\|^2=3$. Then $D=3$ and the integral is $(\pi^2/3)^{3/2}e^{-1}\approx5.967\times0.3679\approx2.195$. With $\gamma=0$ the same distributions give $\pi^3\approx31.01$.

```lean
/-- The Gaussian-geminal integral over s-type charge distributions in `d`-dimensional Euclidean
space, for positive distribution exponents and a nonnegative geminal exponent. -/
theorem geminal_integral_euclidean {d : ℕ} {p q γ : ℝ} (hp : 0 < p) (hq : 0 < q) (hγ : 0 ≤ γ)
    (P Q : EuclideanSpace ℝ (Fin d)) :
    ∫ z : EuclideanSpace ℝ (Fin d) × EuclideanSpace ℝ (Fin d), geminal p q γ P Q z =
      (π ^ 2 / (p * q + γ * (p + q))) ^ (d / 2 : ℝ) *
        Real.exp (-(p * q * γ / (p * q + γ * (p + q)) * ‖P - Q‖ ^ 2)) := by
  have h := (geminal_integral (show 0 < p + γ by positivity)
    (show 0 < p * q + γ * (p + q) by positivity) P Q).2
  rw [finrank_euclideanSpace_fin] at h
  exact h

end

end GaussianGeminal
```

```lean
#print axioms GaussianGeminal.geminal_integral
#print axioms GaussianGeminal.geminal_threshold
#print axioms GaussianGeminal.geminal_integral_euclidean
```

```
'GaussianGeminal.geminal_integral' depends on axioms: [propext, Classical.choice, Quot.sound]
'GaussianGeminal.geminal_threshold' depends on axioms: [propext, Classical.choice, Quot.sound]
'GaussianGeminal.geminal_integral_euclidean' depends on axioms: [propext, Classical.choice, Quot.sound]
```
